# ZORA enlarges the 2p splitting of a one-electron Coulomb ion by a relative $Z^2/(8c^2)$ to leading order

In atomic units, let one electron move in the potential $-Z/r$ of a point nucleus, with $0<Z<c$, where $c$ is the speed of light. Energies $E$ are counted from the rest energy, $P$ and $Q$ are the large and small radial components, and $\kappa$ is the angular quantum number. The Dirac equations are

$$P'=\frac{2c^2+E+Z/r}{c}\,Q-\frac{\kappa}{r}P,\qquad Q'=\frac{\kappa}{r}Q-\frac{E+Z/r}{c}\,P .$$

ZORA, the zeroth-order regular approximation, drops $E$ from the first equation only. With $g=\sqrt{1-Z^2/c^2}$, set

$$a=\sqrt{(1+g)/2},\qquad b=\sqrt{1-Z^2/(4c^2)} .$$

The Dirac levels are $E_1=c^2(a-1)$ for 2p$_{1/2}$ ($\kappa=1$) and $E_2=c^2(b-1)$ for 2p$_{3/2}$ ($\kappa=-2$). These are the point-nucleus Sommerfeld energies for $n=2$.

## The splitting ratio and its lower bound

A Dirac energy $E$ has the ZORA image $2c^2E/(2c^2+E)$. Let $R$ be the splitting of the two images divided by $E_2-E_1$. Then $E_1<E_2$ and

$$R=\frac{4}{(1+a)(1+b)}>1+\frac{Z^2}{8c^2},\qquad \lim_{c\to\infty}c^2(R-1)=\frac{Z^2}{8}\quad(Z\text{ fixed}).$$

## The splitting in a radial ZORA calculation

A radial ZORA code can eliminate the small component through

$$Q=\frac{c}{2c^2+Z/r}\left(P'+\frac{\kappa}{r}P\right).$$

The prefactor contains no energy, so each $\kappa$ gives a linear eigenvalue problem. The code solves it for $\kappa=1$ and $\kappa=-2$ and subtracts the 2p eigenvalues. For this one-electron Coulomb model, the difference carries the factor $R$.

At $Z=0.6\,c$, for example, the Dirac levels are $-0.05132\,c^2$ and $-0.04606\,c^2$, and their ZORA images are $-0.05267\,c^2$ and $-0.04715\,c^2$. The ratio is $R\approx1.0505$, against a lower bound of $1.045$. A code can undo the shift in this model by replacing each ZORA eigenvalue $E_z$ with $2c^2E_z/(2c^2-E_z)$ before subtracting.

## From a change of length scale to the limit

**The energy map.** Put $k=2c^2/(2c^2+E)$, with $2c^2+E>0$, and define $\tilde P(r)=P(kr)$, $\tilde Q(r)=Q(kr)$. By the chain rule,

$$\tilde P'=\frac{k(2c^2+E)+Z/r}{c}\tilde Q-\frac{\kappa}{r}\tilde P,\qquad
\tilde Q'=\frac{\kappa}{r}\tilde Q-\frac{kE+Z/r}{c}\tilde P .$$

Since $k(2c^2+E)=2c^2$, these are the ZORA equations at energy $kE$, which is the stated image. The Coulomb potential enters through its scaling, $k\cdot Z/(kr)=Z/r$.

**The 2p$_{3/2}$ solution.** Take $P=r^{2b}e^{-Zr/2}$, without its normalisation constant, and $Q=tP$ with $t=2E_2/(cZ)=2c(b-1)/Z$. Then $P'/P=2b/r-Z/2$. In the first Dirac equation with $\kappa=-2$, the $1/r$ terms require $Zt/c=2(b-1)$ and the constants require $c(1+b)t=-Z/2$. In the second they require $2t(1+b)=-Z/c$ and $tZ/2=E_2/c$. All four follow from the definition of $t$ and $b^2-1=-Z^2/(4c^2)$.

**The ratio.** For distinct energies $E,E'$, neither equal to $-2c^2$,

$$\frac{2c^2E'}{2c^2+E'}-\frac{2c^2E}{2c^2+E}
=\frac{4c^4(E'-E)}{(2c^2+E)(2c^2+E')} .$$

Inserting $2c^2+E_1=c^2(1+a)$ and $2c^2+E_2=c^2(1+b)$ gives $R=4/((1+a)(1+b))$.

**The bound.** Write $x=Z^2/c^2$, so $0<x<1$. Squaring shows $g<1-x/2$, hence $a^2<1-x/4=b^2$ and $a<b$. Squaring again shows $b<1-x/8$. With $u=x/8$,

$$(1+u)(1+a)(1+b)<(1+u)(2-u)^2=4-u^2(3-u)<4,$$

so $R>1+u$.

**The limit.** Use $4-(1+a)(1+b)=2(1-a)+(1+a)(1-b)$ and rationalise:

$$2c^2(1-a)=\frac{Z^2}{(1+g)(1+a)},\qquad c^2(1-b)=\frac{Z^2}{4(1+b)} .$$

Therefore

$$c^2(R-1)=\frac{\dfrac{Z^2}{(1+g)(1+a)}+\dfrac{(1+a)Z^2}{4(1+b)}}{(1+a)(1+b)} .$$

As $c\to\infty$, $g$, $a$ and $b$ tend to 1, and the right side tends to $(Z^2/4+Z^2/4)/4=Z^2/8$.

## The Lean file

```lean
import Mathlib

open Filter Topology

namespace ZoraFineStructure

noncomputable section

/-- Dirac radial equations in the Coulomb potential `-Z/r`, for large component `P`, small
component `Q`, angular quantum number `κ` and energy `E` counted from the rest energy. -/
def IsDiracSolution (c Z κ E : ℝ) (P Q : ℝ → ℝ) : Prop :=
  ∀ r : ℝ, 0 < r →
    HasDerivAt P ((2 * c ^ 2 + E + Z / r) / c * Q r - κ / r * P r) r ∧
    HasDerivAt Q (κ / r * Q r - (E + Z / r) / c * P r) r

/-- ZORA radial equations in the Coulomb potential `-Z/r`: the energy is dropped from the
equation that ties the small component to the large one. -/
def IsZoraSolution (c Z κ E : ℝ) (P Q : ℝ → ℝ) : Prop :=
  ∀ r : ℝ, 0 < r →
    HasDerivAt P ((2 * c ^ 2 + Z / r) / c * Q r - κ / r * P r) r ∧
    HasDerivAt Q (κ / r * Q r - (E + Z / r) / c * P r) r

/-- The ZORA image of a Dirac energy `E`, for `2c² + E ≠ 0`. -/
def zoraEnergy (c E : ℝ) : ℝ := 2 * c ^ 2 * E / (2 * c ^ 2 + E)

/-- Total energy of the 2p1/2 level in units of the rest energy, for `0 < Z < c`. -/
def eps12 (c Z : ℝ) : ℝ := √((1 + √(1 - Z ^ 2 / c ^ 2)) / 2)

/-- Total energy of the 2p3/2 level in units of the rest energy, for `0 < Z < c`. -/
def eps32 (c Z : ℝ) : ℝ := √(1 - Z ^ 2 / (4 * c ^ 2))

/-- Dirac energy of the 2p1/2 level, for `0 < Z < c`. -/
def E12 (c Z : ℝ) : ℝ := c ^ 2 * (eps12 c Z - 1)

/-- Dirac energy of the 2p3/2 level, for `0 < Z < c`. -/
def E32 (c Z : ℝ) : ℝ := c ^ 2 * (eps32 c Z - 1)

/-- Ratio of the ZORA to the Dirac 2p splitting, for `0 < Z < c`. -/
def splittingRatio (c Z : ℝ) : ℝ :=
  (zoraEnergy c (E32 c Z) - zoraEnergy c (E12 c Z)) / (E32 c Z - E12 c Z)

/-- Large component of the 2p3/2 radial function, for `0 < Z < c` and `r > 0`. -/
def large32 (c Z r : ℝ) : ℝ := r ^ (2 * eps32 c Z) * Real.exp (-(Z / 2) * r)

/-- For `c > 0` and `2c² + E > 0`, multiplying the radial argument of a Coulomb Dirac solution of
energy `E` by `2c²/(2c² + E)` gives a ZORA solution whose energy is the ZORA image of `E`. -/
theorem dirac_dilates_to_zora {c Z κ E : ℝ} {P Q : ℝ → ℝ} (hc : 0 < c)
    (hE : 0 < 2 * c ^ 2 + E) (h : IsDiracSolution c Z κ E P Q) :
    IsZoraSolution c Z κ (zoraEnergy c E)
      (fun r => P (2 * c ^ 2 / (2 * c ^ 2 + E) * r))
      (fun r => Q (2 * c ^ 2 / (2 * c ^ 2 + E) * r)) := by
  have hk0 : 0 < 2 * c ^ 2 / (2 * c ^ 2 + E) := by positivity
  have key : 2 * c ^ 2 / (2 * c ^ 2 + E) * (2 * c ^ 2 + E) = 2 * c ^ 2 :=
    div_mul_cancel₀ _ hE.ne'
  have hz : zoraEnergy c E = 2 * c ^ 2 / (2 * c ^ 2 + E) * E := by
    rw [zoraEnergy]; ring
  rw [hz]
  generalize 2 * c ^ 2 / (2 * c ^ 2 + E) = k at hk0 key ⊢
  intro r hr
  have hd : HasDerivAt (fun s : ℝ => k * s) k r :=
    ((hasDerivAt_id' r).const_mul k).congr_deriv (mul_one k)
  obtain ⟨hP, hQ⟩ := h (k * r) (mul_pos hk0 hr)
  -- the Coulomb and centrifugal terms scale like the derivative
  have scale : ∀ w : ℝ, w / (k * r) * k = w / r := by
    intro w
    rw [div_mul_eq_mul_div, div_eq_div_iff (mul_pos hk0 hr).ne' hr.ne']
    ring
  have h1 : HasDerivAt (fun s => P (k * s)) _ r := HasDerivAt.comp r hP hd
  have h2 : HasDerivAt (fun s => Q (k * s)) _ r := HasDerivAt.comp r hQ hd
  refine ⟨h1.congr_deriv ?_, h2.congr_deriv ?_⟩
  · linear_combination Q (k * r) / c * key + Q (k * r) / c * scale Z - P (k * r) * scale κ
  · linear_combination Q (k * r) * scale κ - P (k * r) / c * scale Z

/-- For `0 < Z < c` the square roots in the 2p energies are genuine: their squares are the
radicands, here cleared of denominators. -/
theorem level_squares {c Z : ℝ} (hZ : 0 < Z) (hc : Z < c) :
    c ^ 2 * √(1 - Z ^ 2 / c ^ 2) ^ 2 = c ^ 2 - Z ^ 2 ∧
    2 * eps12 c Z ^ 2 = 1 + √(1 - Z ^ 2 / c ^ 2) ∧
    4 * c ^ 2 * eps32 c Z ^ 2 = 4 * c ^ 2 - Z ^ 2 := by
  have hc0 : 0 < c := hZ.trans hc
  have hx : Z ^ 2 / c ^ 2 ≤ 1 := (div_le_one (by positivity)).2 (by nlinarith)
  have hy : Z ^ 2 / (4 * c ^ 2) ≤ 1 := (div_le_one (by positivity)).2 (by nlinarith)
  have ex : Z ^ 2 / c ^ 2 * c ^ 2 = Z ^ 2 := div_mul_cancel₀ _ (by positivity)
  have ey : Z ^ 2 / (4 * c ^ 2) * (4 * c ^ 2) = Z ^ 2 := div_mul_cancel₀ _ (by positivity)
  refine ⟨?_, ?_, ?_⟩
  · rw [Real.sq_sqrt (by linarith)]
    linear_combination -ex
  · rw [eps12, Real.sq_sqrt (by positivity)]
    ring
  · rw [eps32, Real.sq_sqrt (by linarith)]
    linear_combination -ey

/-- For `0 < Z < c` the explicit 2p3/2 radial functions solve the Dirac equations with `κ = -2`
at the energy `E32`. -/
theorem dirac_solution_witness {c Z : ℝ} (hZ : 0 < Z) (hc : Z < c) :
    IsDiracSolution c Z (-2) (E32 c Z) (large32 c Z)
      (fun r => 2 * E32 c Z / (c * Z) * large32 c Z r) := by
  have hc0 : 0 < c := hZ.trans hc
  obtain ⟨-, -, hb⟩ := level_squares hZ hc
  have hz : 2 * E32 c Z / (c * Z) * Z = 2 * c * (eps32 c Z - 1) := by
    rw [E32, div_mul_eq_mul_div, div_eq_iff (by positivity)]
    ring
  generalize 2 * E32 c Z / (c * Z) = t at hz ⊢
  have hs : c * (1 + eps32 c Z) * t = -(Z / 2) := by
    apply mul_right_cancel₀ hZ.ne'
    linear_combination c * (1 + eps32 c Z) * hz + (1 / 2) * hb
  have e3 : Z / c * t = 2 * (eps32 c Z - 1) := by
    rw [div_mul_eq_mul_div, div_eq_iff hc0.ne']
    linear_combination hz
  have e4 : 2 * t * (1 + eps32 c Z) = -Z / c := by
    rw [eq_div_iff hc0.ne']
    linear_combination 2 * hs
  have hE : E32 c Z / c = c * (eps32 c Z - 1) := by
    rw [E32, div_eq_iff hc0.ne']
    ring
  have h2c : 2 * c ^ 2 / c = 2 * c := by
    rw [div_eq_iff hc0.ne']
    ring
  intro r hr
  -- logarithmic derivative of the large component
  have hP : HasDerivAt (large32 c Z) ((2 * eps32 c Z / r - Z / 2) * large32 c Z r) r := by
    have h1 := Real.hasDerivAt_rpow_const (x := r) (p := 2 * eps32 c Z) (Or.inl hr.ne')
    have h2 : HasDerivAt (fun s : ℝ => -(Z / 2) * s) (-(Z / 2)) r :=
      ((hasDerivAt_id' r).const_mul _).congr_deriv (mul_one _)
    refine (h1.fun_mul h2.exp).congr_deriv ?_
    rw [large32, Real.rpow_sub_one hr.ne']
    ring
  refine ⟨hP.congr_deriv ?_, (hP.const_mul t).congr_deriv ?_⟩
  · linear_combination large32 c Z r * (-hs - (1 / r) * e3 - t * hE - t * h2c)
  · linear_combination large32 c Z r * ((1 / r) * e4 - (1 / 2) * hz + hE)

/-- For two distinct energies, neither equal to `-2c²`, the ZORA map multiplies their difference by
`4c⁴/((2c² + E)(2c² + E'))`. -/
theorem zora_gap_ratio {c E E' : ℝ} (hne : E ≠ E') (h : 2 * c ^ 2 + E ≠ 0)
    (h' : 2 * c ^ 2 + E' ≠ 0) :
    (zoraEnergy c E' - zoraEnergy c E) / (E' - E)
      = 4 * c ^ 4 / ((2 * c ^ 2 + E) * (2 * c ^ 2 + E')) := by
  rw [zoraEnergy, zoraEnergy, div_sub_div _ _ h' h, div_div,
    div_eq_div_iff (mul_ne_zero (mul_ne_zero h' h) (sub_ne_zero.2 hne.symm)) (mul_ne_zero h h')]
  ring

/-- For `0 < Z < c` the total energies of the 2p levels, in units of the rest energy, are
positive, ordered, and below `1 - Z²/(8c²)`. -/
theorem level_bounds {c Z : ℝ} (hZ : 0 < Z) (hc : Z < c) :
    0 < eps12 c Z ∧ eps12 c Z < eps32 c Z ∧ eps32 c Z < 1 - Z ^ 2 / c ^ 2 / 8 := by
  have hc0 : 0 < c := hZ.trans hc
  have hx0 : 0 < Z ^ 2 / c ^ 2 := by positivity
  have hx1 : Z ^ 2 / c ^ 2 < 1 := (div_lt_one (by positivity)).2 (by nlinarith)
  have h4 : Z ^ 2 / (4 * c ^ 2) = Z ^ 2 / c ^ 2 / 4 := by ring
  rw [eps12, eps32, h4]
  generalize Z ^ 2 / c ^ 2 = x at hx0 hx1 ⊢
  have hg : √(1 - x) < 1 - x / 2 := (Real.sqrt_lt' (by linarith)).2 (by nlinarith)
  exact ⟨Real.sqrt_pos.2 (by positivity), Real.sqrt_lt_sqrt (by positivity) (by linarith),
    (Real.sqrt_lt' (by linarith)).2 (by nlinarith)⟩

/-- For `0 < Z < c` the splitting ratio is four over the product of `1 + ε` for the two
levels, `ε` being the total energy in units of the rest energy. -/
theorem splittingRatio_eq {c Z : ℝ} (hZ : 0 < Z) (hc : Z < c) :
    splittingRatio c Z = 4 / ((1 + eps12 c Z) * (1 + eps32 c Z)) := by
  have hc0 : 0 < c := hZ.trans hc
  obtain ⟨ha, hab, -⟩ := level_bounds hZ hc
  have hb : 0 < eps32 c Z := ha.trans hab
  have h1 : 2 * c ^ 2 + E12 c Z = c ^ 2 * (1 + eps12 c Z) := by rw [E12]; ring
  have h2 : 2 * c ^ 2 + E32 c Z = c ^ 2 * (1 + eps32 c Z) := by rw [E32]; ring
  have hlt : E12 c Z < E32 c Z := by
    rw [E12, E32]
    exact mul_lt_mul_of_pos_left (by linarith) (by positivity)
  rw [splittingRatio, zora_gap_ratio hlt.ne (by rw [h1]; positivity) (by rw [h2]; positivity),
    h1, h2, div_eq_div_iff (by positivity) (by positivity)]
  ring

/-- For `0 < Z < c` ZORA exaggerates the 2p splitting by a relative amount greater than
`Z²/(8c²)`. -/
theorem splittingRatio_lower_bound {c Z : ℝ} (hZ : 0 < Z) (hc : Z < c) :
    1 + Z ^ 2 / c ^ 2 / 8 < splittingRatio c Z := by
  have hc0 : 0 < c := hZ.trans hc
  obtain ⟨ha, hab, hb⟩ := level_bounds hZ hc
  have hx0 : 0 < Z ^ 2 / c ^ 2 / 8 := by positivity
  rw [splittingRatio_eq hZ hc, lt_div_iff₀ (by nlinarith)]
  generalize Z ^ 2 / c ^ 2 / 8 = u at hb hx0 ⊢
  have hu : u < 1 := by linarith
  have hprod : (1 + eps12 c Z) * (1 + eps32 c Z) < (2 - u) * (2 - u) :=
    mul_lt_mul'' (by linarith) (by linarith) (by linarith) (by linarith)
  calc (1 + u) * ((1 + eps12 c Z) * (1 + eps32 c Z))
      < (1 + u) * ((2 - u) * (2 - u)) := mul_lt_mul_of_pos_left hprod (by linarith)
    _ = 4 - u ^ 2 * (3 - u) := by ring
    _ < 4 := by
      have : 0 < u ^ 2 * (3 - u) := mul_pos (by positivity) (by linarith)
      linarith

/-- For `Z > 0`: at every `c > Z` the 2p1/2 level lies below 2p3/2 and the ratio `r` of ZORA to
Dirac splitting exceeds one, and `c²(r - 1)` tends to `Z²/8` as `c` tends to infinity. -/
theorem zora_exaggerates_2p_splitting {Z : ℝ} (hZ : 0 < Z) :
    (∀ c, Z < c → E12 c Z < E32 c Z ∧ 1 < splittingRatio c Z) ∧
    Tendsto (fun c => c ^ 2 * (splittingRatio c Z - 1)) atTop (𝓝 (Z ^ 2 / 8)) := by
  constructor
  · intro c hc
    have hc0 : 0 < c := hZ.trans hc
    obtain ⟨-, hab, -⟩ := level_bounds hZ hc
    have hx : 0 < Z ^ 2 / c ^ 2 / 8 := by positivity
    refine ⟨?_, by linarith [splittingRatio_lower_bound hZ hc]⟩
    rw [E12, E32]
    exact mul_lt_mul_of_pos_left (by linarith) (by positivity)
  -- all square roots tend to one
  have hsq : Tendsto (fun c : ℝ => c ^ 2) atTop atTop := tendsto_pow_atTop two_ne_zero
  have hg : Tendsto (fun c : ℝ => √(1 - Z ^ 2 / c ^ 2)) atTop (𝓝 (√(1 - 0))) :=
    (Real.continuous_sqrt.tendsto _).comp ((tendsto_const_nhds.div_atTop hsq).const_sub 1)
  rw [sub_zero, Real.sqrt_one] at hg
  have ha : Tendsto (fun c => eps12 c Z) atTop (𝓝 (√((1 + 1) / 2))) :=
    (Real.continuous_sqrt.tendsto _).comp ((hg.const_add 1).div_const 2)
  rw [show ((1 : ℝ) + 1) / 2 = 1 by norm_num, Real.sqrt_one] at ha
  have hb : Tendsto (fun c => eps32 c Z) atTop (𝓝 (√(1 - 0))) :=
    (Real.continuous_sqrt.tendsto _).comp ((tendsto_const_nhds.div_atTop
      (hsq.const_mul_atTop (by norm_num : (0 : ℝ) < 4))).const_sub 1)
  rw [sub_zero, Real.sqrt_one] at hb
  have H : Tendsto (fun c => (Z ^ 2 / ((1 + √(1 - Z ^ 2 / c ^ 2)) * (1 + eps12 c Z))
      + (1 + eps12 c Z) * Z ^ 2 / (4 * (1 + eps32 c Z)))
      / ((1 + eps12 c Z) * (1 + eps32 c Z))) atTop (𝓝 (Z ^ 2 / 8)) := by
    have ha1 := ha.const_add 1
    have hb1 := hb.const_add 1
    have h1 := (tendsto_const_nhds (x := Z ^ 2)).div ((hg.const_add 1).mul ha1) (by norm_num)
    have h2 := (ha1.mul_const (Z ^ 2)).div (hb1.const_mul 4) (by norm_num)
    have h3 := (h1.add h2).div (ha1.mul hb1) (by norm_num)
    have e : Z ^ 2 / 8 = (Z ^ 2 / ((1 + 1) * (1 + 1)) + (1 + 1) * Z ^ 2 / (4 * (1 + 1)))
        / ((1 + 1) * (1 + 1)) := by ring
    rw [e]
    exact h3
  refine H.congr' ?_
  filter_upwards [eventually_gt_atTop Z] with c hc
  -- rationalised form of the scaled excess
  obtain ⟨sg, sa, sb⟩ := level_squares hZ hc
  obtain ⟨pa, hab, -⟩ := level_bounds hZ hc
  have pb : 0 < eps32 c Z := pa.trans hab
  have hA : Z ^ 2 / ((1 + √(1 - Z ^ 2 / c ^ 2)) * (1 + eps12 c Z))
      = 2 * c ^ 2 * (1 - eps12 c Z) := by
    rw [div_eq_iff (by positivity)]
    linear_combination sg + c ^ 2 * (1 + √(1 - Z ^ 2 / c ^ 2)) * sa
  have hB : (1 + eps12 c Z) * Z ^ 2 / (4 * (1 + eps32 c Z))
      = (1 + eps12 c Z) * c ^ 2 * (1 - eps32 c Z) := by
    rw [div_eq_iff (by positivity)]
    linear_combination (1 + eps12 c Z) * sb
  have hD : 4 / ((1 + eps12 c Z) * (1 + eps32 c Z)) * ((1 + eps12 c Z) * (1 + eps32 c Z)) = 4 :=
    div_mul_cancel₀ _ (by positivity)
  rw [hA, hB, splittingRatio_eq hZ hc, div_eq_iff (by positivity)]
  linear_combination -c ^ 2 * hD

end

end ZoraFineStructure
```

```lean
#print axioms ZoraFineStructure.dirac_dilates_to_zora
#print axioms ZoraFineStructure.zora_exaggerates_2p_splitting
```

```
'ZoraFineStructure.dirac_dilates_to_zora' depends on axioms: [propext, Classical.choice, Quot.sound]
'ZoraFineStructure.zora_exaggerates_2p_splitting' depends on axioms: [propext, Classical.choice, Quot.sound]
```

## What is established about the equations and the levels

`IsDiracSolution` and `IsZoraSolution` say that real functions satisfy the radial equations at every $r>0$. The names `eps12`, `eps32`, `E12`, `E32` and `splittingRatio` stand for $a$, $b$, $E_1$, $E_2$ and $R$. The final theorem, `zora_exaggerates_2p_splitting`, assumes $Z>0$. It gives the level order and $R>1$ for every real $c>Z$, together with the limit; the sharper bound is `splittingRatio_lower_bound`.

`dirac_dilates_to_zora` carries out the change of scale: `scale` handles the $1/r$ terms, and `linear_combination` matches the coefficients. `dirac_solution_witness` checks the explicit 2p$_{3/2}$ functions, using the squared roots from `level_squares`. `zora_gap_ratio` and `splittingRatio_eq` supply the ratio, and `level_bounds` the inequalities. In the last proof, `H` is the limit of the rationalised expression, `hA` and `hB` are the two rationalisations, and `H.congr'` transfers the limit to $c^2(R-1)$, since the expressions agree once $c>Z$.

The equations carry no boundary or normalisation conditions, so the file does not identify the levels as bound-state eigenvalues. The 2p$_{1/2}$ energy enters as a definition, with no radial solution exhibited for it. The model has a point nucleus and a single electron; screening or a finite nucleus would break the scaling behind the energy map. The variable $c$ is a parameter taken to infinity, and discretisation and rounding errors of a numerical solver play no part in the statements.
